# Dyall's modified Dirac equations for a Dirac eigenvector with a pseudo-large component

## Operators, components and the energy zero

Let $p_0,p_1,p_2$ be the momentum components and $s_0,s_1,s_2$ the spin operators (the Pauli matrices, numbered from zero, so that index 2 is the $z$ direction). They satisfy

$$s_i^2=1,\qquad s_is_j=-s_js_i\ (i\neq j),\qquad p_ip_j=p_jp_i,\qquad p_is_j=s_jp_i .$$

With mass $m\neq0$ and speed of light $c\neq0$, write

$$P=\sigma\cdot p=\sum_i s_ip_i,\qquad T=\frac{1}{2m}\sum_i p_i^2,\qquad W=PVP .$$

The potential $V$ is any operator acting alike on both components; it may contain spin. The energy $E$ is measured from the rest energy $mc^2$, so the Dirac equation for the large component $L$ and small component $S$ is

$$VL+cPS=EL,\qquad cPL+VS-2mc^2S=ES .$$

A pseudo-large component is a two-component function $\varphi$ with $2mc\,S=P\varphi$. Its existence is assumed here; when $P$ is invertible, it exists and is unique.

## From the small component to the pseudo-large one

Given such a $\varphi$, every solution of the Dirac equation satisfies Dyall's equations

$$VL+T\varphi=EL,\qquad TL+\Big(\frac{W}{4m^2c^2}-T\Big)\varphi=\frac{E}{2mc^2}\,T\varphi .$$

First, $P^2$ is the square of the momentum, because the mixed terms cancel in pairs:

$$P^2=\sum_{i,j}s_is_j\,p_ip_j=\sum_ip_i^2+\sum_{i<j}(s_is_j+s_js_i)\,p_ip_j=\sum_ip_i^2 .$$

Hence $T=P^2/(2m)$, and

$$T\varphi=\frac{1}{2m}P(P\varphi)=\frac{1}{2m}P(2mc\,S)=cPS .$$

The two upper equations are therefore the same. For the lower ones, let $R=cPL+VS-2mc^2S-ES$ and apply $P$. The four terms become

$$\begin{aligned}
cP^2L&=2mc\;TL,\\
PVS&=\frac{PVP\varphi}{2mc}=2mc\;\frac{W\varphi}{4m^2c^2},\\
2mc^2PS&=2mc\;T\varphi,\\
E\,PS&=\frac Ec\,T\varphi=2mc\;\frac{E}{2mc^2}T\varphi .
\end{aligned}$$

So $PR=2mc\,D$, where $D$ is the left side minus the right side of Dyall's second equation. If $R=0$, then $D=0$. Conversely, $D=0$ gives $PR=0$, and this implies $R=0$ when $P$ annihilates no nonzero function.

If $m$ and $c$ are real and $P$ is symmetric, the squared norm of the small component also carries over:

$$\langle\varphi,T\varphi\rangle=c\langle\varphi,PS\rangle=c\langle P\varphi,S\rangle=2mc^2\langle S,S\rangle .$$

In electronic structure theory, Dyall's form is a starting point for separating spin-free from spin-dependent terms: when $V$ is spin-free, $W$ is the only operator in the equations that can contain spin. The result here is for one electron in a given potential, and leaves $W$ unseparated.

## A plane wave in numbers

Take $m=c=1$, a spin-up plane wave with momentum $3/4$ along $z$, and the constant potential $V=1$. Then $P$ acts as $3/4$, $T=9/32$ and $W=9/16$. The values $L=1$, $S=1/3$, $E=5/4$ solve the Dirac equation:

$$1+\tfrac34\cdot\tfrac13=\tfrac54,\qquad \tfrac34+\tfrac13-\tfrac23=\tfrac5{12}=\tfrac54\cdot\tfrac13 .$$

From $2S=\tfrac34\varphi$ we get $\varphi=8/9$, so $T\varphi=1/4$ and the upper equation is unchanged. In Dyall's second equation the left side is $\tfrac9{32}+\tfrac18-\tfrac14=\tfrac5{32}$, and the right side is $\tfrac58\cdot\tfrac14=\tfrac5{32}$. The normalised Dirac vector is $(L,S)=(3,1)/\sqrt{10}$, with $\varphi=8/(3\sqrt{10})$.

## A zero mode that breaks the converse

Keep $m=c=1$ and allow two spin-up plane waves, with momenta $0$ and $1$ along $z$. In this basis let

$$P=\begin{pmatrix}0&0\\0&1\end{pmatrix},\quad V=\begin{pmatrix}2&1\\1&0\end{pmatrix},\quad L=\begin{pmatrix}-\tfrac12\\1\end{pmatrix},\quad \varphi=\begin{pmatrix}0\\1\end{pmatrix},\quad E=0 .$$

Then $S=(0,\tfrac12)$ and $W=0$. Dyall's equations hold, because $VL=(0,-\tfrac12)=-T\varphi$ and $TL=T\varphi$. The lower Dirac equation fails: $PL+VS-2S=(\tfrac12,0)$. The potential couples $S$ to the zero-momentum state, and multiplication by $P$ removes that part of the equation. This $V$ is a Hermitian model operator and not a local potential, which would have equal diagonal elements between plane waves.

## The operator algebra and the two eigenvalue problems

The operators are elements of a complex algebra `A`, and the two-component functions are elements of a module `M` on which `A` acts. The symbol `•` denotes the action of a number or an operator.

```lean
import Mathlib

open Matrix

namespace DyallModifiedDirac

noncomputable section

variable {A : Type*} [Ring A] [Algebra ℂ A]
variable {M : Type*} [AddCommGroup M] [Module ℂ M] [Module A M] [IsScalarTower ℂ A M]
```

Every operator must map `M` into itself. Schwartz functions fit this setting when the potential is smooth and it and all its derivatives grow at most polynomially. For the Coulomb potential of point nuclei, `M` can be the space of smooth functions away from the nuclei. The step from Dirac's to Dyall's equations then applies, but the equivalence proved below does not, because $\sigma\cdot p$ annihilates the constant functions in this space.

```lean
/-- Spin elements `s` square to one and anticommute, the momenta `p` commute with each other,
and spin commutes with momentum. -/
structure SpinMomentum (s p : Fin 3 → A) : Prop where
  sq : ∀ i, s i * s i = 1
  anti10 : s 1 * s 0 = -(s 0 * s 1)
  anti20 : s 2 * s 0 = -(s 0 * s 2)
  anti21 : s 2 * s 1 = -(s 1 * s 2)
  momentum_comm : ∀ i j, p i * p j = p j * p i
  spin_comm : ∀ i j, p i * s j = s j * p i
```

These are the relations listed at the start. The product rule $s_0s_1=is_2$ is not required. Commuting momenta exclude a magnetic vector potential, for which the kinetic momenta do not commute in general.

```lean
/-- The operator `σ·p`. -/
def sigmaDot (s p : Fin 3 → A) : A := ∑ i, s i * p i

/-- The nonrelativistic kinetic energy `T = p·p / (2m)`, for `m ≠ 0`. -/
def kinetic (p : Fin 3 → A) (m : ℂ) : A := (2 * m)⁻¹ • ∑ i, p i * p i

/-- The operator `W = (σ·p) V (σ·p)`. -/
def dressedPotential (s p : Fin 3 → A) (V : A) : A := sigmaDot s p * V * sigmaDot s p
```

These three definitions are $P$, $T$ and $W$. The next one is the pair of Dirac equations, with $m$, $c$ and $E$ allowed to be complex. It does not demand a nonzero vector, so an eigenvector in the usual sense is a nonzero solution.

```lean
/-- The Dirac eigenvalue equations for the large component `L` and the small component `S`,
with the energy `E` measured from the rest energy `mc²`. -/
def IsDiracEigen (s p : Fin 3 → A) (V : A) (m c E : ℂ) (L S : M) : Prop :=
  V • L + c • sigmaDot s p • S = E • L ∧
    c • sigmaDot s p • L + V • S - (2 * m * c ^ 2) • S = E • S
```

Kinetic balance here means the relation $2mc\,S=P\varphi$ that defines the pseudo-large component. It is exact, unlike the nonrelativistic approximation $2mc\,S\approx PL$, and says nothing about the error of a finite basis set.

```lean
/-- The pseudo-large component `φ` represents the small component `S` through
`2mc S = (σ·p) φ`. -/
def KineticBalance (s p : Fin 3 → A) (m c : ℂ) (S φ : M) : Prop :=
  (2 * m * c) • S = sigmaDot s p • φ

/-- Dyall's equations `V L + T φ = E L` and
`T L + (W/(4m²c²) - T) φ = (E/(2mc²)) T φ`, for `m ≠ 0` and `c ≠ 0`. -/
def IsDyallEigen (s p : Fin 3 → A) (V : A) (m c E : ℂ) (L φ : M) : Prop :=
  V • L + kinetic p m • φ = E • L ∧
    kinetic p m • L + ((4 * m ^ 2 * c ^ 2)⁻¹ • dressedPotential s p V - kinetic p m) • φ
      = (E / (2 * m * c ^ 2)) • kinetic p m • φ
```

## The square of σ·p and the kinetic term

The auxiliary identity `e` moves the spin factors to the left. The sum is then expanded into nine terms, the relations in `SpinMomentum` reorder the products, and `abel` cancels the mixed ones.

```lean
omit [Algebra ℂ A] in
/-- Under the `SpinMomentum` relations, `(σ·p)² = p·p`. -/
theorem sigmaDot_sq {s p : Fin 3 → A} (h : SpinMomentum s p) :
    sigmaDot s p * sigmaDot s p = ∑ i, p i * p i := by
  -- move all spin factors to the left
  have e : ∀ i j, (s i * p i) * (s j * p j) = (s i * s j) * (p i * p j) := by
    intro i j
    rw [mul_assoc, ← mul_assoc (p i), h.spin_comm i j]
    simp only [mul_assoc]
  simp only [sigmaDot, Fin.sum_univ_three, add_mul, mul_add, e]
  -- the mixed terms cancel in pairs
  rw [h.sq 0, h.sq 1, h.sq 2, h.anti10, h.anti20, h.anti21, h.momentum_comm 1 0,
    h.momentum_comm 2 0, h.momentum_comm 2 1]
  simp only [one_mul, neg_mul]
  abel
```

Acting on a function, this becomes $Tx=P(Px)/(2m)$.

```lean
/-- Under the `SpinMomentum` relations, the kinetic energy acts as `(σ·p)(σ·p) / (2m)`. -/
theorem kinetic_smul {s p : Fin 3 → A} (h : SpinMomentum s p) (m : ℂ) (x : M) :
    kinetic p m • x = (2 * m)⁻¹ • sigmaDot s p • sigmaDot s p • x := by
  rw [kinetic, smul_assoc, ← sigmaDot_sq h, mul_smul]
```

Replacing $P\varphi$ by $2mc\,S$ then gives $T\varphi=cPS$. The assumption `hm` is used to cancel the mass.

```lean
/-- Under the `SpinMomentum` relations and kinetic balance `2mc S = (σ·p) φ`, with `m ≠ 0`, the
kinetic energy of the pseudo-large component `φ` is the Dirac coupling to the small component:
`T φ = c (σ·p) S`. -/
theorem kinetic_pseudoLarge {s p : Fin 3 → A} (h : SpinMomentum s p) {m c : ℂ} (hm : m ≠ 0)
    {S φ : M} (hS : KineticBalance s p m c S φ) :
    kinetic p m • φ = c • sigmaDot s p • S := by
  have e : (2 * m)⁻¹ * (2 * m * c) = c := by field_simp
  unfold KineticBalance at hS
  rw [kinetic_smul h, ← hS, smul_comm (sigmaDot s p) (2 * m * c) S, smul_smul, e]
```

## The lower equation multiplied by σ·p

The following lemma is the identity $PR=2mc\,D$. It holds for any $L$ and $E$, whether or not the Dirac equation is satisfied. The step `hW` rewrites the $W$ term through $PVS$. After that, both sides are combinations of $P^2L$, $PVS$ and $PS$, which `key` calls `x`, `y` and `z`; it compares their coefficients.

```lean
/-- Under the `SpinMomentum` relations and kinetic balance `2mc S = (σ·p) φ`, with `m, c ≠ 0`,
applying `σ·p` to the residual of the lower Dirac equation gives `2mc` times the residual of Dyall's
second equation. -/
theorem sigmaDot_residual {s p : Fin 3 → A} (h : SpinMomentum s p) (V : A) {m c : ℂ}
    (hm : m ≠ 0) (hc : c ≠ 0) (E : ℂ) (L : M) {S φ : M} (hS : KineticBalance s p m c S φ) :
    sigmaDot s p • (c • sigmaDot s p • L + V • S - (2 * m * c ^ 2) • S - E • S)
      = (2 * m * c) • (kinetic p m • L
          + ((4 * m ^ 2 * c ^ 2)⁻¹ • dressedPotential s p V - kinetic p m) • φ
          - (E / (2 * m * c ^ 2)) • kinetic p m • φ) := by
  have hT := kinetic_pseudoLarge h hm hS
  unfold KineticBalance at hS
  -- W acts on φ through the small component
  have hW : ((4 * m ^ 2 * c ^ 2)⁻¹ • dressedPotential s p V) • φ
      = (2 * m * c)⁻¹ • sigmaDot s p • V • S := by
    have e : (4 * m ^ 2 * c ^ 2)⁻¹ * (2 * m * c) = (2 * m * c)⁻¹ := by
      field_simp
      norm_num
    rw [smul_assoc, dressedPotential, mul_smul, mul_smul, ← hS,
      smul_comm V (2 * m * c) S, smul_comm (sigmaDot s p) (2 * m * c) (V • S), smul_smul, e]
  have key : ∀ x y z : M, c • x + y - (2 * m * c ^ 2) • z - E • z
      = (2 * m * c) • ((2 * m)⁻¹ • x + ((2 * m * c)⁻¹ • y - c • z)
          - (E / (2 * m * c ^ 2)) • c • z) := by
    intro x y z
    match_scalars <;> field_simp
  rw [sub_smul, hW, hT, kinetic_smul h, smul_sub, smul_sub, smul_add,
    smul_comm (sigmaDot s p) c (sigmaDot s p • L),
    smul_comm (sigmaDot s p) (2 * m * c ^ 2) S, smul_comm (sigmaDot s p) E S]
  exact key _ _ _
```

## Dyall's equations and a sufficient condition for equivalence

In the main theorem, the first equation follows from `kinetic_pseudoLarge`. For the second, the Dirac equation makes the left side of the residual identity zero, and the nonzero factor $2mc$ is cancelled.

```lean
/-- **Dyall's modified Dirac equation.** Assume the `SpinMomentum` relations and `m, c ≠ 0`. For any
potential `V`, if `L` and `S = (σ·p) φ / (2mc)` solve the Dirac equations, then `L` and `φ` solve
Dyall's equations with the same `E`. -/
theorem dyall_of_dirac {s p : Fin 3 → A} (h : SpinMomentum s p) {V : A} {m c E : ℂ}
    (hm : m ≠ 0) (hc : c ≠ 0) {L S φ : M} (hS : KineticBalance s p m c S φ)
    (hD : IsDiracEigen s p V m c E L S) : IsDyallEigen s p V m c E L φ := by
  obtain ⟨h1, h2⟩ := hD
  refine ⟨by rw [kinetic_pseudoLarge h hm hS]; exact h1, ?_⟩
  have r := sigmaDot_residual h V hm hc E L hS
  rw [sub_eq_zero.mpr h2, smul_zero] at r
  have hmc : 2 * m * c ≠ 0 := mul_ne_zero (mul_ne_zero two_ne_zero hm) hc
  exact sub_eq_zero.mp ((smul_eq_zero.mp r.symm).resolve_left hmc)
```

The equivalence adds the hypothesis `hinj`, which says that $\sigma\cdot p$ has no zero modes in `M`. The reverse direction uses the same identity, now with its right side equal to zero.

```lean
/-- Assume the `SpinMomentum` relations, kinetic balance `2mc S = (σ·p) φ` and `m, c ≠ 0`. If `σ·p`
annihilates no nonzero element of `M`, the Dirac equations for `L, S` are equivalent to Dyall's
equations for `L, φ`. -/
theorem dirac_iff_dyall {s p : Fin 3 → A} (h : SpinMomentum s p) {V : A} {m c E : ℂ}
    (hm : m ≠ 0) (hc : c ≠ 0) {L S φ : M} (hS : KineticBalance s p m c S φ)
    (hinj : ∀ x : M, sigmaDot s p • x = 0 → x = 0) :
    IsDiracEigen s p V m c E L S ↔ IsDyallEigen s p V m c E L φ := by
  refine ⟨dyall_of_dirac h hm hc hS, ?_⟩
  rintro ⟨h1, h2⟩
  refine ⟨by rw [← kinetic_pseudoLarge h hm hS]; exact h1, sub_eq_zero.mp (hinj _ ?_)⟩
  rw [sigmaDot_residual h V hm hc E L hS, h2, sub_self, smul_zero]
```

## The norm of the small component

Here the functions lie in a complex inner product space `H`, which need not be complete, and $m$ and $c$ are real. The space chosen above for point nuclei does not fit here, because it contains functions that are not square-integrable. The hypothesis `hP` is the symmetry of $P$. Lean's inner product is conjugate-linear in its first argument, so the proof records that $2mc$ is real before taking it out.

```lean
/-- Dyall's metric: under the `SpinMomentum` relations and kinetic balance `2mc S = (σ·p) φ`, with
real `m ≠ 0`, real `c` and symmetric `σ·p`, one has `⟨φ, T φ⟩ = 2mc² ⟨S, S⟩`. -/
theorem dyall_metric {H : Type*} [NormedAddCommGroup H] [InnerProductSpace ℂ H] [Module A H]
    [IsScalarTower ℂ A H] {s p : Fin 3 → A} (h : SpinMomentum s p) {m c : ℝ} (hm : m ≠ 0)
    {S φ : H} (hS : KineticBalance s p (m : ℂ) (c : ℂ) S φ)
    (hP : ∀ x y : H, inner ℂ (sigmaDot s p • x) y = inner ℂ x (sigmaDot s p • y)) :
    inner ℂ φ (kinetic p (m : ℂ) • φ) = 2 * (m : ℂ) * (c : ℂ) ^ 2 * inner ℂ S S := by
  -- 2mc is real
  have e : starRingEnd ℂ (2 * (m : ℂ) * (c : ℂ)) = 2 * (m : ℂ) * (c : ℂ) := by
    have r : 2 * (m : ℂ) * (c : ℂ) = ((2 * m * c : ℝ) : ℂ) := by simp
    rw [r, Complex.conj_ofReal]
  rw [kinetic_pseudoLarge h (Complex.ofReal_ne_zero.mpr hm) hS, inner_smul_right, ← hP φ S]
  unfold KineticBalance at hS
  rw [← hS, inner_smul_left, e]
  ring
```

By this identity, for $c\neq0$, the squared Dirac norm $\langle L,L\rangle+\langle S,S\rangle$ equals $\langle L,L\rangle+\langle\varphi,T\varphi\rangle/(2mc^2)$.

## Pauli matrices at fixed momentum

The last theorem shows that the assumed relations are satisfied by the Pauli matrices together with numerical momenta `k`, as for a single plane wave. The matrix identities are checked entry by entry.

```lean
/-- The three Pauli matrices. -/
def pauli : Fin 3 → Matrix (Fin 2) (Fin 2) ℂ :=
  ![!![0, 1; 1, 0], !![0, -Complex.I; Complex.I, 0], !![1, 0; 0, -1]]

/-- The Pauli matrices and numerical momenta `k` satisfy the spin and momentum relations. -/
theorem spinMomentum_witness (k : Fin 3 → ℂ) :
    SpinMomentum pauli (fun i => k i • (1 : Matrix (Fin 2) (Fin 2) ℂ)) where
  sq i := by
    fin_cases i <;> ext a b <;> fin_cases a <;> fin_cases b <;>
      simp [pauli, Matrix.mul_apply, Fin.sum_univ_succ]
  anti10 := by
    ext a b
    fin_cases a <;> fin_cases b <;> simp [pauli, Matrix.mul_apply, Fin.sum_univ_succ]
  anti20 := by
    ext a b
    fin_cases a <;> fin_cases b <;> simp [pauli, Matrix.mul_apply, Fin.sum_univ_succ]
  anti21 := by
    ext a b
    fin_cases a <;> fin_cases b <;> simp [pauli, Matrix.mul_apply, Fin.sum_univ_succ]
  momentum_comm i j := by
    simp only [smul_mul_assoc, mul_smul_comm, one_mul]
    rw [smul_comm]
  spin_comm i j := by
    simp only [smul_mul_assoc, mul_smul_comm, one_mul, mul_one]

end

end DyallModifiedDirac
```

```lean
#print axioms DyallModifiedDirac.dyall_of_dirac
#print axioms DyallModifiedDirac.dirac_iff_dyall
#print axioms DyallModifiedDirac.dyall_metric
```

```
'DyallModifiedDirac.dyall_of_dirac' depends on axioms: [propext, Classical.choice, Quot.sound]
'DyallModifiedDirac.dirac_iff_dyall' depends on axioms: [propext, Classical.choice, Quot.sound]
'DyallModifiedDirac.dyall_metric' depends on axioms: [propext, Classical.choice, Quot.sound]
```
